# The Laplace transform of a power for a complex parameter with positive real part

The lemma `laplace_monomial` evaluates the integral of x^m e^(−sx) over the positive half-line as m!/s^(m+1). Here m is any natural number and s any complex number with positive real part, so the exponential may oscillate as it decays. In physical terms this is the integral of a power against a damped exponential; no wavefunction or Hamiltonian enters the statement. The attempt takes the value from a Mathlib lemma for Euler's Gamma integral at the argument m + 1, then rewrites the Gamma function as a factorial and the complex powers as natural ones.

An attempt in Lean 4 with a fault in it:

```lean
import Mathlib

open MeasureTheory Set

namespace LaguerreLaplace

noncomputable section

/-- The magnitude of a power times a complex exponential depends on `s` only through its
real part. -/
theorem norm_monomial (m : ℕ) (s : ℂ) (x : ℝ) :
    ‖(x : ℂ) ^ m * Complex.exp (-(s * x))‖ = |x| ^ m * Real.exp (-(s.re * x)) := by
  have e : (-(s * (x : ℂ))).re = -(s.re * x) := by simp
  rw [norm_mul, norm_pow, Complex.norm_real, Real.norm_eq_abs, Complex.norm_exp, e]

/-- A power times a decaying complex exponential is integrable on the half-line. -/
theorem integrable_monomial (m : ℕ) {s : ℂ} (hs : 0 < s.re) :
    IntegrableOn (fun x : ℝ => (x : ℂ) ^ m * Complex.exp (-(s * x))) (Ioi 0) := by
  -- the real majorant has a nonzero integral, hence is integrable
  have hg : IntegrableOn (fun x : ℝ => x ^ m * Real.exp (-(s.re * x))) (Ioi 0) := by
    have h := Real.integral_rpow_mul_exp_neg_mul_Ioi (a := (m : ℝ) + 1) (r := s.re)
      (by positivity) hs
    simp only [add_sub_cancel_right, Real.rpow_natCast] at h
    by_contra hc
    have h0 : ∫ x : ℝ in Ioi 0, x ^ m * Real.exp (-(s.re * x)) = 0 := integral_undef hc
    rw [h0] at h
    exact (mul_pos (Real.rpow_pos_of_pos (one_div_pos.2 hs) _)
      (Real.Gamma_pos_of_pos (by positivity))).ne h
  refine Integrable.mono hg (Continuous.aestronglyMeasurable (by fun_prop))
    (Filter.Eventually.of_forall fun x => ?_)
  show ‖(x : ℂ) ^ m * Complex.exp (-(s * x))‖ ≤ ‖x ^ m * Real.exp (-(s.re * x))‖
  exact le_of_eq (by
    rw [norm_monomial, Real.norm_eq_abs, abs_mul, abs_pow, Real.abs_exp])

/-- The Laplace transform of the power `x ^ m` is `m! / s ^ (m + 1)` for `Re s > 0`. -/
theorem laplace_monomial (m : ℕ) {s : ℂ} (hs : 0 < s.re) :
    ∫ x : ℝ in Ioi 0, (x : ℂ) ^ m * Complex.exp (-(s * x)) =
      (m.factorial : ℂ) / s ^ (m + 1) := by
  -- Euler's integral at the integer argument `m + 1`
  have h := Complex.integral_cpow_mul_exp_neg_mul_Ioi (a := (m : ℂ) + 1) (r := s)
    (by rw [Complex.add_re, Complex.natCast_re, Complex.one_re]; positivity) hs
  have hp : (1 / s) ^ ((m : ℂ) + 1) = 1 / s ^ (m + 1) := by
    have h1 := Complex.cpow_natCast (1 / s) (m + 1)
    rw [Nat.cast_add, Nat.cast_one] at h1
    rw [h1, one_div_pow]
  rw [add_sub_cancel_right, Complex.Gamma_nat_eq_factorial, hp] at h
  simp only [Complex.cpow_natCast] at h
  rw [h]
  ring

end

end LaguerreLaplace
```

The error:

```
Main.lean:40:79: error: Application type mismatch: The argument
  s
has type
  ℂ
but is expected to have type
  ℝ
in the application
  @Complex.integral_cpow_mul_exp_neg_mul_Ioi (↑m + 1) s
```

As a diff, the version that Lean accepts:

```diff
@@ -37,15 +37,45 @@
     ∫ x : ℝ in Ioi 0, (x : ℂ) ^ m * Complex.exp (-(s * x)) =
       (m.factorial : ℂ) / s ^ (m + 1) := by
-  -- Euler's integral at the integer argument `m + 1`
-  have h := Complex.integral_cpow_mul_exp_neg_mul_Ioi (a := (m : ℂ) + 1) (r := s)
-    (by rw [Complex.add_re, Complex.natCast_re, Complex.one_re]; positivity) hs
-  have hp : (1 / s) ^ ((m : ℂ) + 1) = 1 / s ^ (m + 1) := by
-    have h1 := Complex.cpow_natCast (1 / s) (m + 1)
-    rw [Nat.cast_add, Nat.cast_one] at h1
-    rw [h1, one_div_pow]
-  rw [add_sub_cancel_right, Complex.Gamma_nat_eq_factorial, hp] at h
-  simp only [Complex.cpow_natCast] at h
-  rw [h]
-  ring
+  have hs0 : s ≠ 0 := by
+    rintro rfl
+    simp at hs
+  -- integration by parts relates neighbouring powers
+  have key : ∀ m : ℕ,
+      (m : ℂ) * (∫ x : ℝ in Ioi 0, (x : ℂ) ^ (m - 1) * Complex.exp (-(s * x))) +
+        -s * (∫ x : ℝ in Ioi 0, (x : ℂ) ^ m * Complex.exp (-(s * x))) = -(0 : ℂ) ^ m := by
+    intro m
+    have hd : ∀ x ∈ Ici (0 : ℝ),
+        HasDerivAt (fun y : ℝ => (y : ℂ) ^ m * Complex.exp (-(s * y)))
+          ((m : ℂ) * ((x : ℂ) ^ (m - 1) * Complex.exp (-(s * x))) +
+            -s * ((x : ℂ) ^ m * Complex.exp (-(s * x)))) x := fun x _ =>
+      (((hasDerivAt_pow m (x : ℂ)).fun_mul
+        ((hasDerivAt_id' (x : ℂ)).const_mul s).fun_neg.cexp).comp_ofReal).congr_deriv
+          (by ring)
+    have ht : Filter.Tendsto (fun y : ℝ => (y : ℂ) ^ m * Complex.exp (-(s * y)))
+        Filter.atTop (nhds 0) := by
+      have t := tendsto_rpow_mul_exp_neg_mul_atTop_nhds_zero (m : ℝ) s.re hs
+      rw [tendsto_zero_iff_norm_tendsto_zero]
+      refine t.congr' ((Filter.eventually_ge_atTop 0).mono fun x hx => ?_)
+      simp only [norm_monomial, abs_of_nonneg hx, Real.rpow_natCast, neg_mul]
+    have hf := Integrable.const_mul (integrable_monomial (m - 1) hs) (m : ℂ)
+    have hg := Integrable.const_mul (integrable_monomial m hs) (-s)
+    have h := integral_Ioi_of_hasDerivAt_of_tendsto' hd (hf.add hg) ht
+    rw [integral_add hf hg, integral_const_mul, integral_const_mul] at h
+    exact h.trans (by simp)
+  induction m with
+  | zero =>
+    have h := key 0
+    rw [Nat.cast_zero, zero_mul, zero_add, pow_zero (0 : ℂ)] at h
+    rw [eq_div_iff (pow_ne_zero _ hs0), Nat.factorial_zero, Nat.cast_one, zero_add, pow_one]
+    linear_combination -h
+  | succ m ih =>
+    have h := key (m + 1)
+    rw [Nat.add_sub_cancel, ih, zero_pow (Nat.succ_ne_zero m)] at h
+    have e : s * (((m + 1).factorial : ℂ) / s ^ (m + 1 + 1)) =
+        ((m + 1 : ℕ) : ℂ) * ((m.factorial : ℂ) / s ^ (m + 1)) := by
+      rw [Nat.factorial_succ, Nat.cast_mul, pow_succ s (m + 1)]
+      field_simp
+    apply mul_left_cancel₀ hs0
+    linear_combination -h - e
 
 end
```

What went wrong. The message says that `Complex.integral_cpow_mul_exp_neg_mul_Ioi` wants a real number where the proof gives it `s`, which is complex. In this lemma the exponent `a` may be complex, but the decay rate `r` may not. Lean has no coercion from ℂ to ℝ to bridge the gap, and putting `s.re` for `s` would evaluate a different integral.

The repair drops the lemma and the rewriting that depended on it, and proves the formula by integration by parts. Write I_m for the integral. The new fact `key` integrates the derivative of x^m e^(−sx) over the half-line and gives m I_(m−1) − s I_m = −0^m. It needs the function to vanish at infinity, which `ht` proves through its norm, and the derivative to be integrable, which follows from `integrable_monomial`. Both hold for complex `s` with positive real part.

Induction on m then finishes the proof. The case m = 0 gives s I_0 = 1, and the step gives s I_(m+1) = (m+1) I_m. The fact `hs0`, that `s` is not zero, allows the division by `s`.
